# Fixed variance, mean excitation energy and spread do not bound the second-order energy from below

## Systems with no common minimum gap

The three-level systems considered here may have any positive excitation energies. Each system has a non-degenerate ground state, but no positive number lies below the gaps of all of them. The result depends on this freedom.

Put the ground-state energy at zero and let $D_1,D_2>0$ be the excitation energies. The perturbation couples the ground state to the two excited states with real strengths $c_1,c_2$:

$$
H_0=\begin{pmatrix}0&0&0\\0&D_1&0\\0&0&D_2\end{pmatrix},\qquad
V=\begin{pmatrix}0&c_1&c_2\\c_1&0&0\\c_2&0&0\end{pmatrix}.
$$

With $\psi_0=(1,0,0)$, the first-order energy $V_{00}$ vanishes, and the first-order equation is $H_0\psi_1=-V\psi_0=-(0,c_1,c_2)$. Its solution without a ground-state component is $\psi_1=(0,-c_1/D_1,-c_2/D_2)$, so

$$
E_2=\langle\psi_0|V|\psi_1\rangle=-\left(\frac{c_1^2}{D_1}+\frac{c_2^2}{D_2}\right).
$$

## Three ground-state expectation values

Since $V\psi_0=(0,c_1,c_2)$,

$$
(V^2)_{00}=c_1^2+c_2^2,\quad (VH_0V)_{00}=c_1^2D_1+c_2^2D_2,\quad (VH_0^2V)_{00}=c_1^2D_1^2+c_2^2D_2^2 .
$$

The first is the variance $s$ of the perturbation, because $V_{00}=0$. For $s>0$, the weights $w_k=c_k^2/s$ sum to one. Let $m$ be the mean of the gaps under these weights and $v$ their variance, called the spread. The three expectation values are then $s$, $sm$ and $s(m^2+v)$, while $E_2=-s\,(w_1/D_1+w_2/D_2)$.

## Closing the lower gap at fixed mean and spread

Let $m,v>0$. For $0<a<m$ take

$$
D_1=m-a,\quad D_2=m+\frac va,\quad w_1=\frac{v}{v+a^2},\quad w_2=\frac{a^2}{v+a^2}.
$$

The weights sum to one. The mean deviation from $m$ and the mean squared deviation are

$$
\frac{-av+(v/a)a^2}{v+a^2}=0,\qquad \frac{a^2v+(v/a)^2a^2}{v+a^2}=v .
$$

As $a$ approaches $m$, the lower gap closes while its weight stays above $v/(v+m^2)$. To exceed a given real $K$, set $q=(|K|+1)(v+m^2)$ and choose $a$ so that

$$
m-a=\frac{mv}{v+mq}.
$$

This lies strictly between $0$ and $m$, and $(m-a)q=v\,\dfrac{mq}{v+mq}<v$. Hence

$$
\frac{w_1}{D_1}=\frac{v}{(v+a^2)(m-a)}>\frac{v}{(v+m^2)(m-a)}>|K|+1>K,
$$

and the positive term $w_2/D_2$ only adds to this. Applying the construction to $K/s$ and setting $c_k=\sqrt{s\,w_k}$ gives $E_2<-K$.

For $s=m=v=1$, the choice $a=0.9$ gives $E_2\approx-5.7$, and $a=0.99$ gives $E_2\approx-50.7$. The condition $v>0$ matters: at zero spread every level with a non-zero coupling has gap $m$, and $E_2=-s/m$.

## The bound from above

For any finite number of levels with positive gaps and non-negative weights, not necessarily normalised, Cauchy-Schwarz gives

$$
\Big(\sum_k w_k\Big)^2=\Big(\sum_k\sqrt{w_kD_k}\sqrt{w_k/D_k}\Big)^2\le\Big(\sum_k w_kD_k\Big)\Big(\sum_k \frac{w_k}{D_k}\Big).
$$

With $w_k=c_k^2$ and $s>0$ this reads $E_2\le-s/m$. Variance and mean therefore limit the second-order energy on one side only.

## What the theorems say

`second_order_unbounded_below` states that for all positive `s`, `m`, `v` and every real `K` there are positive gaps and couplings with the three prescribed matrix elements and `secondOrderEnergy` below `-K`. Index `0` of `Fin 3` is the ground state.

`no_lower_bound_from_moments` rules out every function `f` of the three expectation values as a lower bound valid for all these systems, with no continuity assumed. `unit_mean_gap_counterexample` is the version for two gaps with mean one, without matrices.

The second-order energy is defined by its sum over states, and `first_order_equation` ties it to the first-order equation, which is itself taken as the starting point. The theorems concern this second-order coefficient, not the exact lowest eigenvalue of $H_0+V$.

## A minimum gap would reverse the conclusion

The model could also have included a fixed $\Delta>0$ with $D_k\ge\Delta$ for every system. Then $c_k^2/D_k\le c_k^2/\Delta$, so $E_2\ge-s/\Delta$, and the unboundedness statement would be false.

## In a calculation

A code can evaluate $s$ and $sm$ as ground-state expectation values without computing excited states. Replacing every gap by $m$ then gives the estimate $-s/m$. In the finite models treated here this estimate lies at or above $E_2$, but the two moments alone give no limit on its error. Solving the linear equation $H_0\psi_1=-V\psi_0$ and taking the product with $V\psi_0$ gives $E_2$ itself, again without a sum over excited states.

## The Lean file

```lean
import Mathlib

open Matrix

namespace SumOverStatesCounterexample

noncomputable section

/-- The unperturbed Hamiltonian of a three-level system with ground-state energy zero
and excitation energies `D₁`, `D₂`. -/
def H0 (D₁ D₂ : ℝ) : Matrix (Fin 3) (Fin 3) ℝ :=
  !![0, 0, 0; 0, D₁, 0; 0, 0, D₂]

/-- The perturbation that couples the ground state to the two excited states with
strengths `c₁`, `c₂`. -/
def V (c₁ c₂ : ℝ) : Matrix (Fin 3) (Fin 3) ℝ :=
  !![0, c₁, c₂; c₁, 0, 0; c₂, 0, 0]

/-- The second-order energy of the ground state as a sum over states. -/
def secondOrderEnergy (D₁ D₂ c₁ c₂ : ℝ) : ℝ :=
  -(c₁ ^ 2 / D₁ + c₂ ^ 2 / D₂)

/-- The first-order correction to the ground state. -/
def firstOrderState (D₁ D₂ c₁ c₂ : ℝ) : Fin 3 → ℝ :=
  ![0, -(c₁ / D₁), -(c₂ / D₂)]

/-- The first-order state solves the first-order Rayleigh-Schroedinger equation, and its
matrix element of the perturbation with the ground state is the second-order energy. -/
theorem first_order_equation (D₁ D₂ c₁ c₂ : ℝ) (h₁ : 0 < D₁) (h₂ : 0 < D₂) :
    H0 D₁ D₂ *ᵥ firstOrderState D₁ D₂ c₁ c₂ = -(V c₁ c₂ *ᵥ ![1, 0, 0]) ∧
    ![1, 0, 0] ⬝ᵥ (V c₁ c₂ *ᵥ firstOrderState D₁ D₂ c₁ c₂)
      = secondOrderEnergy D₁ D₂ c₁ c₂ := by
  have n₁ : D₁ ≠ 0 := h₁.ne'
  have n₂ : D₂ ≠ 0 := h₂.ne'
  have e₁ : D₁ * (c₁ / D₁) = c₁ := by field_simp
  have e₂ : D₂ * (c₂ / D₂) = c₂ := by field_simp
  constructor
  · ext i
    fin_cases i <;>
      simp [H0, V, firstOrderState, Matrix.mulVec, dotProduct, Fin.sum_univ_succ, e₁, e₂]
  · simp [V, firstOrderState, secondOrderEnergy, Matrix.mulVec, dotProduct,
      Fin.sum_univ_succ]
    ring

/-- Ground-state expectation values of `V²`, `V H₀ V` and `V H₀² V`, written as sums over
the excited states. -/
theorem ground_state_moments (D₁ D₂ c₁ c₂ : ℝ) :
    (V c₁ c₂ * V c₁ c₂) 0 0 = c₁ ^ 2 + c₂ ^ 2 ∧
    (V c₁ c₂ * H0 D₁ D₂ * V c₁ c₂) 0 0 = c₁ ^ 2 * D₁ + c₂ ^ 2 * D₂ ∧
    (V c₁ c₂ * (H0 D₁ D₂ * H0 D₁ D₂) * V c₁ c₂) 0 0
      = c₁ ^ 2 * D₁ ^ 2 + c₂ ^ 2 * D₂ ^ 2 := by
  refine ⟨?_, ?_, ?_⟩ <;>
    simp [V, H0, Matrix.mul_apply, Fin.sum_univ_succ] <;> ring

/-- Two positive gaps with positive normalised weights can have any given mean `m > 0` and
any given spread `v > 0`, while their weighted sum of inverse gaps exceeds any given `K`. -/
theorem exists_gaps_of_mean_and_spread (m v K : ℝ) (hm : 0 < m) (hv : 0 < v) :
    ∃ D₁ D₂ w₁ w₂ : ℝ, 0 < D₁ ∧ 0 < D₂ ∧ 0 < w₁ ∧ 0 < w₂ ∧ w₁ + w₂ = 1 ∧
      w₁ * D₁ + w₂ * D₂ = m ∧ w₁ * D₁ ^ 2 + w₂ * D₂ ^ 2 = m ^ 2 + v ∧
      K < w₁ / D₁ + w₂ / D₂ := by
  have hK : 0 < |K| + 1 := by positivity
  -- choose the distance `a` of the lower gap from the mean so close to `m` that
  -- the lower gap `m - a` is as small as needed
  obtain ⟨a, ha, ham, hq⟩ :
      ∃ a : ℝ, 0 < a ∧ a < m ∧ (m - a) * ((|K| + 1) * (v + m ^ 2)) < v := by
    obtain ⟨q, hqdef⟩ : ∃ q : ℝ, q = (|K| + 1) * (v + m ^ 2) := ⟨_, rfl⟩
    have hq : 0 < q := by rw [hqdef]; positivity
    rw [← hqdef]
    have hd : 0 < v + m * q := by positivity
    have h1 : m * v / (v + m * q) < m := by
      rw [div_lt_iff₀ hd]
      nlinarith [mul_pos hm (mul_pos hm hq)]
    have h2 : 0 < m * v / (v + m * q) := by positivity
    refine ⟨m - m * v / (v + m * q), by linarith, by linarith, ?_⟩
    have h3 : (m - (m - m * v / (v + m * q))) * q = m * v * q / (v + m * q) := by ring
    rw [h3, div_lt_iff₀ hd]
    nlinarith [mul_pos hv hv]
  have hD : 0 < m - a := by linarith
  have hs : 0 < v + a ^ 2 := by positivity
  have hs' : v + a ^ 2 ≠ 0 := hs.ne'
  have ha' : a ≠ 0 := ha.ne'
  have hD2 : 0 < m + v / a := by positivity
  have hw2 : 0 < a ^ 2 / (v + a ^ 2) := by positivity
  refine ⟨m - a, m + v / a, v / (v + a ^ 2), a ^ 2 / (v + a ^ 2),
    hD, hD2, by positivity, hw2, ?_, ?_, ?_, ?_⟩
  · rw [← add_div, div_self hs']
  · field_simp
    ring
  · field_simp
    ring
  · -- the lower level alone already exceeds `K`
    have hlow : K < v / (v + a ^ 2) / (m - a) := by
      rw [lt_div_iff₀ hD, lt_div_iff₀ hs]
      have hKK : K ≤ |K| + 1 := by linarith [le_abs_self K]
      have hsq : v + a ^ 2 ≤ v + m ^ 2 := by nlinarith
      calc K * (m - a) * (v + a ^ 2)
          = K * ((m - a) * (v + a ^ 2)) := by ring
        _ ≤ (|K| + 1) * ((m - a) * (v + a ^ 2)) :=
            mul_le_mul_of_nonneg_right hKK (mul_pos hD hs).le
        _ ≤ (|K| + 1) * ((m - a) * (v + m ^ 2)) :=
            mul_le_mul_of_nonneg_left (mul_le_mul_of_nonneg_left hsq hD.le) hK.le
        _ = (m - a) * ((|K| + 1) * (v + m ^ 2)) := by ring
        _ < v := hq
    have hup := div_pos hw2 hD2
    linarith

/-- Given a variance `s` of the perturbation, a mean excitation energy `m` and a spread `v` of the
excitation energies, all positive, and any real number `K`, there is a three-level system with these
data, depending on `K`, whose second-order energy is below `-K`. -/
theorem second_order_unbounded_below (s m v K : ℝ) (hs : 0 < s) (hm : 0 < m) (hv : 0 < v) :
    ∃ D₁ D₂ c₁ c₂ : ℝ, 0 < D₁ ∧ 0 < D₂ ∧ 0 < c₁ ∧ 0 < c₂ ∧
      (V c₁ c₂ * V c₁ c₂) 0 0 = s ∧
      (V c₁ c₂ * H0 D₁ D₂ * V c₁ c₂) 0 0 = s * m ∧
      (V c₁ c₂ * (H0 D₁ D₂ * H0 D₁ D₂) * V c₁ c₂) 0 0 = s * (m ^ 2 + v) ∧
      secondOrderEnergy D₁ D₂ c₁ c₂ < -K := by
  obtain ⟨D₁, D₂, w₁, w₂, hD₁, hD₂, hw₁, hw₂, h0, h1, h2, hK⟩ :=
    exists_gaps_of_mean_and_spread m v (K / s) hm hv
  -- couplings whose squares are the weights times the variance
  have q₁ : √(s * w₁) ^ 2 = s * w₁ := Real.sq_sqrt (mul_pos hs hw₁).le
  have q₂ : √(s * w₂) ^ 2 = s * w₂ := Real.sq_sqrt (mul_pos hs hw₂).le
  obtain ⟨m0, m1, m2⟩ := ground_state_moments D₁ D₂ √(s * w₁) √(s * w₂)
  refine ⟨D₁, D₂, √(s * w₁), √(s * w₂), hD₁, hD₂, Real.sqrt_pos.mpr (mul_pos hs hw₁),
    Real.sqrt_pos.mpr (mul_pos hs hw₂), ?_, ?_, ?_, ?_⟩
  · rw [m0, q₁, q₂]
    linear_combination s * h0
  · rw [m1, q₁, q₂]
    linear_combination s * h1
  · rw [m2, q₁, q₂]
    linear_combination s * h2
  · rw [div_lt_iff₀ hs] at hK
    unfold secondOrderEnergy
    rw [q₁, q₂]
    have e : s * w₁ / D₁ + s * w₂ / D₂ = (w₁ / D₁ + w₂ / D₂) * s := by ring
    linarith

/-- No function of the ground-state expectation values of `V²`, `V H₀ V` and `V H₀² V` is a
lower bound to the second-order energy of all three-level systems with positive gaps. -/
theorem no_lower_bound_from_moments :
    ¬ ∃ f : ℝ → ℝ → ℝ → ℝ, ∀ D₁ D₂ c₁ c₂ : ℝ, 0 < D₁ → 0 < D₂ →
      f ((V c₁ c₂ * V c₁ c₂) 0 0) ((V c₁ c₂ * H0 D₁ D₂ * V c₁ c₂) 0 0)
        ((V c₁ c₂ * (H0 D₁ D₂ * H0 D₁ D₂) * V c₁ c₂) 0 0)
        ≤ secondOrderEnergy D₁ D₂ c₁ c₂ := by
  rintro ⟨f, hf⟩
  obtain ⟨D₁, D₂, c₁, c₂, hD₁, hD₂, -, -, h0, h1, h2, hE⟩ :=
    second_order_unbounded_below 1 1 1 (-(f 1 (1 * 1) (1 * (1 ^ 2 + 1))))
      one_pos one_pos one_pos
  have h := hf D₁ D₂ c₁ c₂ hD₁ hD₂
  rw [h0, h1, h2] at h
  linarith

/-- Two positive gaps with positive weights of sum one and mean gap one can have a weighted sum of
inverse gaps above a given real number `K`, whatever its value; the gaps and weights may depend on
`K`. -/
theorem unit_mean_gap_counterexample (K : ℝ) :
    ∃ D₁ D₂ w₁ w₂ : ℝ, 0 < D₁ ∧ 0 < D₂ ∧ 0 < w₁ ∧ 0 < w₂ ∧ w₁ + w₂ = 1 ∧
      w₁ * D₁ + w₂ * D₂ = 1 ∧ K < w₁ / D₁ + w₂ / D₂ := by
  obtain ⟨D₁, D₂, w₁, w₂, a, b, c, d, h0, h1, -, hK⟩ :=
    exists_gaps_of_mean_and_spread 1 1 K one_pos one_pos
  exact ⟨D₁, D₂, w₁, w₂, a, b, c, d, h0, h1, hK⟩

/-- For any finite number of levels with positive gaps `D` and non-negative weights `w`, the
squared total weight is at most the first moment of the gaps times the sum of `w / D`. -/
theorem inverse_gap_sum_bounded_from_one_side {ι : Type*} [Fintype ι] (D w : ι → ℝ)
    (hD : ∀ k, 0 < D k) (hw : ∀ k, 0 ≤ w k) :
    (∑ k, w k) ^ 2 ≤ (∑ k, w k * D k) * ∑ k, w k / D k := by
  -- Cauchy-Schwarz with `w² = (w D) (w / D)`
  apply Finset.sum_sq_le_sum_mul_sum_of_sq_le_mul
  · intro k _
    exact mul_nonneg (hw k) (hD k).le
  · intro k _
    exact div_nonneg (hw k) (hD k).le
  · intro k _
    have n : D k ≠ 0 := (hD k).ne'
    have e : D k * (w k / D k) = w k := by field_simp
    rw [mul_assoc, e, sq]

end

end SumOverStatesCounterexample
```

```lean
#print axioms SumOverStatesCounterexample.second_order_unbounded_below
#print axioms SumOverStatesCounterexample.no_lower_bound_from_moments
#print axioms SumOverStatesCounterexample.unit_mean_gap_counterexample
#print axioms SumOverStatesCounterexample.inverse_gap_sum_bounded_from_one_side
```

```
'SumOverStatesCounterexample.second_order_unbounded_below' depends on axioms: [propext, Classical.choice, Quot.sound]
'SumOverStatesCounterexample.no_lower_bound_from_moments' depends on axioms: [propext, Classical.choice, Quot.sound]
'SumOverStatesCounterexample.unit_mean_gap_counterexample' depends on axioms: [propext, Classical.choice, Quot.sound]
'SumOverStatesCounterexample.inverse_gap_sum_bounded_from_one_side' depends on axioms: [propext, Classical.choice, Quot.sound]
```

## How the proof follows the derivation

`first_order_equation` checks the vector equation component by component with `fin_cases`; `e₁` and `e₂` cancel the gaps. `ground_state_moments` expands the matrix products into the three sums.

`exists_gaps_of_mean_and_spread` carries the main argument. The first `obtain` produces `a` with the explicit value above, and `hq` records $(m-a)q<v$. The mean and second moment follow by `field_simp` and `ring`. In `hlow`, the `calc` chain replaces $K$ by $|K|+1$ and then $a^2$ by $m^2$, which handles negative $K$ as well. The term `hup` supplies the positive contribution of the upper level.

`second_order_unbounded_below` calls this lemma with `K / s`. The facts `q₁` and `q₂` turn the squared couplings into $s\,w_k$, and each `linear_combination` multiplies a normalised identity by $s$.

For `no_lower_bound_from_moments`, a supposed `f` is evaluated at $s=m=v=1$, where its arguments are $1,1,2$. The previous theorem supplies a system with these values and an energy below `f`, a contradiction. The two-gap statement uses the same unit mean and spread and discards the second moment.

`inverse_gap_sum_bounded_from_one_side` applies Mathlib's Cauchy-Schwarz inequality for finite sums, after checking that $w_k^2=(w_kD_k)(w_k/D_k)$ and that both factors are non-negative.
